# For finitely many levels, the average permutation sign of two free fermions falls strictly on cooling if and only if the levels are not all equal

## Two particles on two levels

Put two identical, non-interacting particles on two one-particle states with energies 0 and Δ > 0. Let b = 1/(k_B T) be the inverse temperature, usually written β, and let x = exp(−bΔ).

Two fermions have one possible state, with one particle on each level and weight x. Two bosons have three states, with weights 1, x and x². The ratio of the two partition functions is

S(b) = x / (1 + x + x²) = 1 / (1 + 2 cosh(bΔ)).

It equals 1/3 at b = 0 and decreases as b grows. Cooling moves the bosonic weight towards double occupation of the lower level, which the Pauli principle forbids to the fermions.

## The sign as a ratio of pair partition functions

In a path-integral simulation of fermions one can sample the positive bosonic weights and carry the sign of each permutation in the estimator. The mean of that sign is the denominator of every reweighted average. For a fixed number of independent samples, its relative statistical error grows as the mean shrinks. The result below establishes this shrinking on cooling for two non-interacting particles with finitely many levels that are not all equal.

Let the one-particle states have energies E_i, with degenerate states listed separately, and define

w_i = exp(−b E_i),  Z(b) = ∑_i w_i,  Z(2b) = ∑_i w_i².

The identity permutation contributes Z(b)² and the exchange contributes Z(2b), so the average sign is

S(b) = (Z(b)² − Z(2b)) / (Z(b)² + Z(2b)).

To see that this is the fermion-to-boson ratio, let F be the sum of w_i w_j over i < j, and B the same sum over i ≤ j. Exchanging the labels in F gives the pairs with j < i, hence F + B = Z(b)². The two sums differ by the doubly occupied levels, hence B − F = Z(2b). Therefore 2F = Z(b)² − Z(2b), 2B = Z(b)² + Z(2b), and S = F/B.

## Strict decrease and its condition

For a nonempty finite set of levels, S is strictly decreasing on b ≥ 0 if and only if at least two levels have different energies. The slope has a thermodynamic form. With the mean energy of one particle

U(b) = (∑_i E_i w_i) / Z(b),

it reads

S′(b) = −4 Z(b)² Z(2b) (U(b) − U(2b)) / (Z(b)² + Z(2b))².

For b > 0, the rate at which the sign is lost is thus the energy that one particle gives up when the temperature is halved, times a positive factor that itself depends on b.

## The slope and the energy drop

Differentiating the Boltzmann sum gives Z′(b) = −∑_i E_i w_i = −U(b) Z(b). Write A = Z(b)² and C = Z(2b). Then

A′ = −2 U(b) A,  C′ = −2 U(2b) C,

where the factor 2 in C′ comes from the chain rule. The quotient rule for S = (A − C)/(A + C) gives

S′ = 2 (A′C − A C′) / (A + C)² = −4 A C (U(b) − U(2b)) / (A + C)²,

which is the stated slope.

For the sign of the energy drop, multiply out the denominators of U(b) and U(2b):

2 Z(b) Z(2b) (U(b) − U(2b)) = 2 ∑_i ∑_j E_i w_i w_j (w_j − w_i).

Exchanging i and j in one of the two copies of the double sum turns the right-hand side into

∑_i ∑_j w_i w_j (E_i − E_j)(w_j − w_i).

For b > 0 the lower level of a pair has the larger weight, so the two brackets have the same sign. Every term is nonnegative, and it is positive if E_i ≠ E_j. One such pair therefore gives U(2b) < U(b) and S′(b) < 0. At b = 0 the slope vanishes, but continuity there and a negative slope for all b > 0 still give strict decrease on b ≥ 0.

If instead all n levels equal c, then Z(b) = n exp(−bc) and Z(2b) = n exp(−2bc), so

S(b) = (n² − n)/(n² + n) = (n − 1)/(n + 1)

at every temperature. This constant is not strictly decreasing, which gives the converse.

## One level, zero temperature and negative b

With a single level, n = 1 and S = 0 throughout, because two fermions have no state to occupy.

Strict decrease does not mean decrease to zero. Factoring out the ground-state weight by hand gives the limit (d − 1)/(d + 1) as b → ∞, where d is the degeneracy of the ground level; this limit is an addition to the theorems below.

The two-level formula also shows what happens if the range b ≥ 0 is enlarged. Since cosh is even, S rises on b < 0, so strict decrease fails on any interval that reaches below zero.

## Levels, labels and temperature in Lean

The finite type `ι` labels the one-particle states, and `E : ι → ℝ` gives their energies, with no restriction on sign or degeneracy. The functions `Z`, `U` and `avgSign` are Z, U and S above. In `fermionZ` and `bosonZ`, the assumption `LinearOrder ι` orders the labels, not the energies; it serves to count each pair once.

`HasDerivAt f m b` says that f is differentiable at b with slope m. The main theorem, `avgSign_strictAntiOn_iff`, equates `StrictAntiOn (avgSign E) (Set.Ici 0)` with `∃ i j, E i ≠ E j`. The left side says that 0 ≤ b < b′ implies S(b′) < S(b).

The model has two particles, no interaction and a finite spectrum that does not change with temperature. The formula for `avgSign` is a definition, supported by the theorem that it equals the fermion-to-boson ratio. The step from there to a simulation is the identification of this number with the mean permutation sign of sampled paths.

```lean
import Mathlib

open Finset

namespace TwoFermionSignMonotone

noncomputable section

variable {ι : Type*} [Fintype ι]

/-- One-particle partition function of the levels `E` at inverse temperature `b`. -/
def Z (E : ι → ℝ) (b : ℝ) : ℝ := ∑ i, Real.exp (-(b * E i))

/-- Canonical mean energy of one particle, for a nonempty set of levels. -/
def U (E : ι → ℝ) (b : ℝ) : ℝ := (∑ i, E i * Real.exp (-(b * E i))) / Z E b

/-- Average sign of two free fermions, for a nonempty set of levels: the identity permutation
contributes `Z(b)²` and the exchange contributes `Z(2b)`. -/
def avgSign (E : ι → ℝ) (b : ℝ) : ℝ :=
  (Z E b ^ 2 - Z E (2 * b)) / (Z E b ^ 2 + Z E (2 * b))

/-- Partition function of two fermions: each pair of distinct levels is counted once. -/
def fermionZ [LinearOrder ι] (E : ι → ℝ) (b : ℝ) : ℝ :=
  ∑ i, ∑ j, if i < j then Real.exp (-(b * (E i + E j))) else 0

/-- Partition function of two bosons: double occupation of a level is allowed. -/
def bosonZ [LinearOrder ι] (E : ι → ℝ) (b : ℝ) : ℝ :=
  ∑ i, ∑ j, if i ≤ j then Real.exp (-(b * (E i + E j))) else 0

/-- The average sign is the ratio of the two-fermion to the two-boson partition function. -/
theorem avgSign_eq_fermion_div_boson [LinearOrder ι] (E : ι → ℝ) (b : ℝ) :
    avgSign E b = fermionZ E b / bosonZ E b := by
  -- relabelling the fermion sum, the two sums together cover all ordered pairs
  have hF : fermionZ E b =
      ∑ i, ∑ j, if j < i then Real.exp (-(b * (E i + E j))) else 0 := by
    unfold fermionZ
    rw [Finset.sum_comm]
    exact sum_congr rfl fun i _ => sum_congr rfl fun j _ => by rw [add_comm (E j) (E i)]
  have h1 : fermionZ E b + bosonZ E b = Z E b ^ 2 := by
    rw [hF, bosonZ, ← sum_add_distrib, sq, Z, sum_mul_sum]
    refine sum_congr rfl fun i _ => ?_
    rw [← sum_add_distrib]
    refine sum_congr rfl fun j _ => ?_
    rw [← Real.exp_add, show -(b * E i) + -(b * E j) = -(b * (E i + E j)) by ring]
    rcases lt_or_ge j i with h | h
    · rw [if_pos h, if_neg (not_le_of_gt h), add_zero]
    · rw [if_neg (not_lt_of_ge h), if_pos h, zero_add]
  -- they differ by the doubly occupied levels
  have h2 : bosonZ E b = fermionZ E b + Z E (2 * b) := by
    unfold bosonZ fermionZ Z
    rw [← sum_add_distrib]
    refine sum_congr rfl fun i _ => ?_
    have hd : Real.exp (-(2 * b * E i)) =
        ∑ j, if i = j then Real.exp (-(b * (E i + E j))) else 0 := by
      rw [Finset.sum_ite_eq, if_pos (Finset.mem_univ i)]
      congr 1
      ring
    rw [hd, ← sum_add_distrib]
    refine sum_congr rfl fun j _ => ?_
    rcases lt_trichotomy i j with h | h | h
    · simp [h, h.le, h.ne]
    · subst h
      simp
    · simp [not_le_of_gt h, not_lt_of_ge h.le, h.ne']
  rw [avgSign, show Z E b ^ 2 - Z E (2 * b) = 2 * fermionZ E b by linarith,
    show Z E b ^ 2 + Z E (2 * b) = 2 * bosonZ E b by linarith,
    mul_div_mul_left _ _ two_ne_zero]

/-- The partition function of a nonempty set of levels is positive. -/
theorem Z_pos [Nonempty ι] (E : ι → ℝ) (b : ℝ) : 0 < Z E b :=
  Finset.sum_pos (fun _ _ => Real.exp_pos _) Finset.univ_nonempty

/-- The slope of the partition function in `b` is minus the mean energy times the partition
function, for a nonempty set of levels. -/
theorem hasDerivAt_Z [Nonempty ι] (E : ι → ℝ) (b : ℝ) :
    HasDerivAt (Z E) (-(U E b * Z E b)) b := by
  have h : HasDerivAt (fun x => ∑ i, Real.exp (-(x * E i)))
      (∑ i, Real.exp (-(b * E i)) * (-(1 * E i))) b :=
    HasDerivAt.fun_sum fun i _ => (((hasDerivAt_id' b).mul_const (E i)).fun_neg).exp
  have e : -(U E b * Z E b) = ∑ i, Real.exp (-(b * E i)) * (-(1 * E i)) := by
    rw [U, div_mul_cancel₀ _ (Z_pos E b).ne', ← Finset.sum_neg_distrib]
    exact sum_congr rfl fun i _ => by ring
  rw [e]
  exact h

/-- The drop in mean energy between `b` and `2b`, multiplied by `2 Z(b) Z(2b)`, written as a sum
over ordered pairs of levels, for a nonempty set of levels. -/
theorem energy_drop [Nonempty ι] (E : ι → ℝ) (b : ℝ) :
    2 * Z E b * Z E (2 * b) * (U E b - U E (2 * b)) =
      ∑ i, ∑ j, Real.exp (-(b * E i)) * Real.exp (-(b * E j)) *
        ((E i - E j) * (Real.exp (-(b * E j)) - Real.exp (-(b * E i)))) := by
  have hw : ∀ i, Real.exp (-(2 * b * E i)) = Real.exp (-(b * E i)) ^ 2 := by
    intro i
    rw [sq, ← Real.exp_add]
    congr 1
    ring
  have hA : U E b * Z E b = ∑ i, E i * Real.exp (-(b * E i)) :=
    div_mul_cancel₀ _ (Z_pos E b).ne'
  have hB : U E (2 * b) * Z E (2 * b) = ∑ i, E i * Real.exp (-(b * E i)) ^ 2 := by
    rw [U, div_mul_cancel₀ _ (Z_pos E (2 * b)).ne']
    simp only [hw]
  have hC : Z E (2 * b) = ∑ i, Real.exp (-(b * E i)) ^ 2 := by
    simp only [Z, hw]
  have hD : Z E b = ∑ i, Real.exp (-(b * E i)) := rfl
  -- expand the pair terms into products of single sums
  have hR : ∀ i j, Real.exp (-(b * E i)) * Real.exp (-(b * E j)) *
        ((E i - E j) * (Real.exp (-(b * E j)) - Real.exp (-(b * E i)))) =
      (E i * Real.exp (-(b * E i))) * Real.exp (-(b * E j)) ^ 2
        - (E i * Real.exp (-(b * E i)) ^ 2) * Real.exp (-(b * E j))
        - Real.exp (-(b * E i)) * (E j * Real.exp (-(b * E j)) ^ 2)
        + Real.exp (-(b * E i)) ^ 2 * (E j * Real.exp (-(b * E j))) := by
    intro i j
    ring
  simp only [hR, sum_add_distrib, sum_sub_distrib, ← mul_sum, ← sum_mul]
  rw [← hA, ← hB, ← hC, ← hD]
  ring

/-- If two levels differ, halving a positive temperature strictly lowers the mean energy. -/
theorem U_two_mul_lt (E : ι → ℝ) (hE : ∃ i j, E i ≠ E j) {b : ℝ} (hb : 0 < b) :
    U E (2 * b) < U E b := by
  obtain ⟨k, l, hkl⟩ := hE
  have : Nonempty ι := ⟨k⟩
  -- the lower level of a pair carries the larger Boltzmann weight
  have hpos : ∀ i j, E i ≠ E j → 0 < Real.exp (-(b * E i)) * Real.exp (-(b * E j)) *
      ((E i - E j) * (Real.exp (-(b * E j)) - Real.exp (-(b * E i)))) := by
    intro i j hij
    refine mul_pos (by positivity) ?_
    rcases lt_or_gt_of_ne hij with h | h
    · have := Real.exp_lt_exp.2 (neg_lt_neg (mul_lt_mul_of_pos_left h hb))
      exact mul_pos_of_neg_of_neg (by linarith) (by linarith)
    · have := Real.exp_lt_exp.2 (neg_lt_neg (mul_lt_mul_of_pos_left h hb))
      exact mul_pos (by linarith) (by linarith)
  have hnn : ∀ i j, 0 ≤ Real.exp (-(b * E i)) * Real.exp (-(b * E j)) *
      ((E i - E j) * (Real.exp (-(b * E j)) - Real.exp (-(b * E i)))) := by
    intro i j
    by_cases h : E i = E j
    · simp [h]
    · exact (hpos i j h).le
  have hsum := Finset.sum_pos' (fun i _ => Finset.sum_nonneg fun j _ => hnn i j)
    ⟨k, Finset.mem_univ k, Finset.sum_pos' (fun j _ => hnn k j)
      ⟨l, Finset.mem_univ l, hpos k l hkl⟩⟩
  rw [← energy_drop E b] at hsum
  have hc : 0 < 2 * Z E b * Z E (2 * b) :=
    mul_pos (mul_pos two_pos (Z_pos E b)) (Z_pos E (2 * b))
  exact sub_pos.1 ((mul_pos_iff_of_pos_left hc).1 hsum)

/-- The slope of the average sign is minus a positive, `b`-dependent factor times the drop in mean
energy between `b` and `2b`, for a nonempty set of levels. -/
theorem hasDerivAt_avgSign [Nonempty ι] (E : ι → ℝ) (b : ℝ) :
    HasDerivAt (avgSign E)
      (-(4 * Z E b ^ 2 * Z E (2 * b) * (U E b - U E (2 * b))) /
        (Z E b ^ 2 + Z E (2 * b)) ^ 2) b := by
  have hsq : HasDerivAt (fun x => Z E x ^ 2) (2 * Z E b * (-(U E b * Z E b))) b :=
    ((hasDerivAt_Z E b).fun_pow 2).congr_deriv (by norm_num)
  have hin : HasDerivAt (fun x : ℝ => 2 * x) (2 * 1) b := (hasDerivAt_id' b).const_mul 2
  have h2 : HasDerivAt (fun x => Z E (2 * x)) (-(U E (2 * b) * Z E (2 * b)) * (2 * 1)) b :=
    (hasDerivAt_Z E (2 * b)).comp b hin
  have hne : Z E b ^ 2 + Z E (2 * b) ≠ 0 :=
    (add_pos (pow_pos (Z_pos E b) 2) (Z_pos E (2 * b))).ne'
  refine ((hsq.fun_sub h2).fun_div (hsq.fun_add h2) hne).congr_deriv ?_
  congr 1
  ring

/-- If all `n ≥ 1` levels coincide, the average sign is `(n-1)/(n+1)` at every temperature. -/
theorem avgSign_of_all_equal [Nonempty ι] (E : ι → ℝ) (c : ℝ) (h : ∀ i, E i = c) (b : ℝ) :
    avgSign E b = ((Fintype.card ι : ℝ) - 1) / ((Fintype.card ι : ℝ) + 1) := by
  have hn : (0 : ℝ) < Fintype.card ι := by exact_mod_cast Fintype.card_pos
  have hw : 0 < Real.exp (-(b * c)) := Real.exp_pos _
  have h1 : Z E b = Fintype.card ι * Real.exp (-(b * c)) := by simp [Z, h]
  have h2 : Z E (2 * b) = Fintype.card ι * Real.exp (-(b * c)) ^ 2 := by
    rw [sq, ← Real.exp_add, show -(b * c) + -(b * c) = -(2 * b * c) by ring]
    simp [Z, h]
  rw [avgSign, h1, h2, div_eq_div_iff (by positivity) (by positivity)]
  ring

/-- For a nonempty finite set of levels, the two-fermion average sign decreases strictly with
inverse temperature `b ≥ 0` if and only if the levels are not all equal. -/
theorem avgSign_strictAntiOn_iff [Nonempty ι] (E : ι → ℝ) :
    StrictAntiOn (avgSign E) (Set.Ici 0) ↔ ∃ i j, E i ≠ E j := by
  constructor
  · intro hS
    by_contra hcon
    push Not at hcon
    -- a flat spectrum gives the same sign at `b = 0` and `b = 1`
    obtain ⟨k⟩ := ‹Nonempty ι›
    have : Nonempty ι := ⟨k⟩
    have hlt := hS (Set.mem_Ici.2 le_rfl) (Set.mem_Ici.2 zero_le_one) (zero_lt_one' ℝ)
    rw [avgSign_of_all_equal E (E k) (fun i => hcon i k) 0,
      avgSign_of_all_equal E (E k) (fun i => hcon i k) 1] at hlt
    exact lt_irrefl _ hlt
  · intro hE
    refine strictAntiOn_of_deriv_neg (convex_Ici 0)
      (fun x _ => (hasDerivAt_avgSign E x).continuousAt.continuousWithinAt) ?_
    intro x hx
    rw [interior_Ici] at hx
    -- the energy drop fixes the sign of the slope
    have hU := sub_pos.2 (U_two_mul_lt E hE (Set.mem_Ioi.1 hx))
    have h1 := Z_pos E x
    have h2 := Z_pos E (2 * x)
    rw [(hasDerivAt_avgSign E x).deriv]
    exact div_neg_of_neg_of_pos
      (neg_neg_of_pos (mul_pos (by positivity) hU)) (by positivity)

end

end TwoFermionSignMonotone
```

```lean
#print axioms TwoFermionSignMonotone.avgSign_eq_fermion_div_boson
#print axioms TwoFermionSignMonotone.avgSign_strictAntiOn_iff
```

```
'TwoFermionSignMonotone.avgSign_eq_fermion_div_boson' depends on axioms: [propext, Classical.choice, Quot.sound]
'TwoFermionSignMonotone.avgSign_strictAntiOn_iff' depends on axioms: [propext, Classical.choice, Quot.sound]
```

## From pair terms to strict decrease

`avgSign_eq_fermion_div_boson` follows the argument with F and B. `hF` exchanges the labels, `h1` is F + B = Z(b)², and `h2` is B = F + Z(2b). Both are checked pair by pair, by cases on the order of i and j. The theorem justifies the definition and is not used in the monotonicity proof.

`Z_pos` supplies the positive denominators. `hasDerivAt_Z` differentiates the finite sum term by term and rewrites the result as −U Z.

`energy_drop` runs the symmetrisation in the opposite direction. It starts from the symmetric pair terms, and `hR` expands each into four products. The double sums then factor into single sums, which `hA` to `hD` identify with U Z and Z at b and 2b.

`U_two_mul_lt` adds the signs. `hpos` treats a pair with different energies, using the monotonicity of the exponential, and `hnn` extends this to a weak inequality for all pairs. `Finset.sum_pos'` is applied once to the outer sum and once to the inner sum, with the given pair k, l as the positive term. Removing the positive factor 2 Z(b) Z(2b) leaves the energy inequality.

`hasDerivAt_avgSign` combines the power, chain and quotient rules; the final `ring` performs the cancellation done above with A and C. `avgSign_of_all_equal` evaluates the flat spectrum and compares the two fractions by cross-multiplication.

The main theorem joins these results. In the forward direction, a flat spectrum would give equal values at b = 0 and b = 1, contradicting strict decrease. In the reverse direction, `strictAntiOn_of_deriv_neg` asks for continuity on b ≥ 0 and a negative derivative only in the interior b > 0, so the zero slope at b = 0 does no harm. `hasDerivAt_avgSign` provides the continuity and the slope, and `U_two_mul_lt` makes the slope negative.
